# Helium's optimal 1s exponent and diamagnetic susceptibility in a one-parameter model

Two helium electrons sharing an orbital proportional to \(e^{-zr}\), with \(z>0\) and \(r\) the distance from the nucleus, have the model energy \(z^2-\tfrac{27}{8}z=(z-\tfrac{27}{16})^2-(\tfrac{27}{16})^2\) in hartree, which is lowest at \(z=\tfrac{27}{16}\). Each electron's mean square radius is \(3/z^2\) in squared bohr, so at this exponent it equals \(\tfrac{256}{243}\).

In Lean 4 with Mathlib:

```lean
import Mathlib

open MeasureTheory

namespace HeliumDiamagnetism

noncomputable section

/-- Variational energy (in hartree) of a two-electron ion with nuclear charge `Z`, both electrons
occupying a 1s orbital of exponent `z`: kinetic energy, nuclear attraction and repulsion. -/
def energy (Z z : ℝ) : ℝ := z ^ 2 - 2 * Z * z + 5 / 8 * z

/-- The 1s orbital of exponent `z > 0` at distance `r` from the nucleus. -/
def orbital (z r : ℝ) : ℝ := Real.sqrt (z ^ 3 / Real.pi) * Real.exp (-(z * r))

/-- The radial probability density of an electron in the 1s orbital. -/
def radialDensity (z r : ℝ) : ℝ := 4 * Real.pi * r ^ 2 * orbital z r ^ 2

/-- The mean value of `r ^ n` for an electron in the 1s orbital of exponent `z > 0`. -/
def radialMoment (z : ℝ) (n : ℕ) : ℝ := ∫ r in Set.Ioi (0 : ℝ), r ^ n * radialDensity z r

/-- The Langevin diamagnetic susceptibility per atom, in atomic units, of two electrons in the
1s orbital of exponent `z > 0`: minus one sixth of the summed mean square radii. -/
def susceptibility (z : ℝ) : ℝ := -(1 / 6) * (2 * radialMoment z 2)

/-- The variational energy is a parabola in the exponent with vertex at `Z - 5/16`. -/
theorem energy_eq (Z z : ℝ) :
    energy Z z = (z - (Z - 5 / 16)) ^ 2 - (Z - 5 / 16) ^ 2 := by
  unfold energy
  ring

/-- For nuclear charge above `5/16`, an exponent minimises the energy over all positive exponents
exactly when it equals `Z - 5/16`. -/
theorem isMinOn_energy_iff {Z : ℝ} (hZ : 5 / 16 < Z) (z : ℝ) :
    IsMinOn (energy Z) (Set.Ioi 0) z ↔ z = Z - 5 / 16 := by
  constructor
  · intro h
    -- compare with the vertex of the parabola
    have h1 := isMinOn_iff.mp h (Z - 5 / 16) (Set.mem_Ioi.mpr (sub_pos.mpr hZ))
    rw [energy_eq Z z, energy_eq Z (Z - 5 / 16)] at h1
    have h2 : (z - (Z - 5 / 16)) ^ 2 ≤ 0 := by nlinarith
    have h3 : z - (Z - 5 / 16) = 0 :=
      (pow_eq_zero_iff two_ne_zero).mp (le_antisymm h2 (sq_nonneg _))
    linarith
  · intro h
    rw [isMinOn_iff]
    intro y _
    rw [h, energy_eq Z y, energy_eq Z (Z - 5 / 16)]
    nlinarith [sq_nonneg (y - (Z - 5 / 16))]

/-- The radial density of the 1s orbital is `4 z³ r² exp(-2zr)`. -/
theorem radialDensity_eq {z : ℝ} (hz : 0 < z) (r : ℝ) :
    radialDensity z r = 4 * z ^ 3 * r ^ 2 * Real.exp (-(2 * z * r)) := by
  have hpi : Real.pi ≠ 0 := Real.pi_ne_zero
  have hp : Real.pi * (z ^ 3 / Real.pi) = z ^ 3 := by field_simp
  have he : Real.exp (-(z * r)) ^ 2 = Real.exp (-(2 * z * r)) := by
    rw [sq, ← Real.exp_add]
    congr 1
    ring
  have hs : 0 ≤ z ^ 3 / Real.pi := div_nonneg (pow_pos hz 3).le Real.pi_pos.le
  unfold radialDensity orbital
  rw [mul_pow, Real.sq_sqrt hs, he]
  linear_combination 4 * r ^ 2 * Real.exp (-(2 * z * r)) * hp

/-- For `a > 0`, the integral of `r ^ n exp(-ar)` over positive `r` is `n! / a ^ (n + 1)`. -/
theorem integral_pow_mul_exp {a : ℝ} (ha : 0 < a) (n : ℕ) :
    ∫ r in Set.Ioi (0 : ℝ), r ^ n * Real.exp (-(a * r)) =
      (n.factorial : ℝ) / a ^ (n + 1) := by
  have h := Real.integral_rpow_mul_exp_neg_mul_Ioi (a := (n : ℝ) + 1) (r := a)
    (by positivity) ha
  have e : (1 / a) ^ ((n : ℝ) + 1) = (1 / a) ^ (n + 1) := by
    exact_mod_cast Real.rpow_natCast (1 / a) (n + 1)
  rw [Real.Gamma_nat_eq_factorial, e] at h
  simp only [add_sub_cancel_right, Real.rpow_natCast] at h
  rw [h, one_div, inv_pow, div_eq_mul_inv, mul_comm]

/-- Every radial moment of the 1s orbital: the mean of `r ^ n` is `(n + 2)! / (2 (2z) ^ n)`. -/
theorem radialMoment_eq {z : ℝ} (hz : 0 < z) (n : ℕ) :
    radialMoment z n = ((n + 2).factorial : ℝ) / (2 * (2 * z) ^ n) := by
  have h : ∀ r : ℝ, r ^ n * radialDensity z r =
      4 * z ^ 3 * (r ^ (n + 2) * Real.exp (-(2 * z * r))) := by
    intro r
    rw [radialDensity_eq hz]
    ring
  have h2 : 0 < 2 * z := by positivity
  unfold radialMoment
  simp_rw [h]
  rw [integral_const_mul, integral_pow_mul_exp h2, ← mul_div_assoc,
    div_eq_div_iff (by positivity) (by positivity)]
  ring

/-- The mean square radius of the 1s orbital is `3 / z²`, in squared bohr. -/
theorem meanSquareRadius_eq {z : ℝ} (hz : 0 < z) : radialMoment z 2 = 3 / z ^ 2 := by
  have h : ((2 + 2 : ℕ).factorial : ℝ) = 24 := by norm_num [Nat.factorial]
  rw [radialMoment_eq hz 2, h, div_eq_div_iff (by positivity) (by positivity)]
  ring

/-- The diamagnetic susceptibility of the doubly occupied 1s orbital is `-1 / z²`. -/
theorem susceptibility_eq {z : ℝ} (hz : 0 < z) : susceptibility z = -(1 / z ^ 2) := by
  unfold susceptibility
  rw [meanSquareRadius_eq hz]
  ring

/-- The helium energy is `z² - (27/8) z`, its unique minimiser among positive exponents is `27/16`,
and there the mean square radius is `256/243` and the susceptibility `-256/729`. -/
theorem helium_diamagnetism :
    (∀ z, energy 2 z = z ^ 2 - 27 / 8 * z) ∧
    (∀ z, IsMinOn (energy 2) (Set.Ioi 0) z ↔ z = 27 / 16) ∧
    radialMoment (27 / 16) 2 = 256 / 243 ∧
    susceptibility (27 / 16) = -(256 / 729) := by
  refine ⟨fun z => ?_, fun z => ?_, ?_, ?_⟩
  · unfold energy
    ring
  · have h : (2 : ℝ) - 5 / 16 = 27 / 16 := by norm_num
    rw [isMinOn_energy_iff (by norm_num) z, h]
  · rw [meanSquareRadius_eq (by norm_num)]
    norm_num
  · rw [susceptibility_eq (by norm_num)]
    norm_num

/-- For nuclear charge above `5/16`, the susceptibility at the energy-minimising exponent `Z - 5/16`
is strictly more negative than at the unscreened exponent `Z`. -/
theorem screening_enhances_diamagnetism {Z : ℝ} (hZ : 5 / 16 < Z) :
    susceptibility (Z - 5 / 16) < susceptibility Z := by
  have h1 : 0 < Z - 5 / 16 := sub_pos.mpr hZ
  have h2 : 0 < Z := by linarith
  rw [susceptibility_eq h1, susceptibility_eq h2]
  have h3 : 1 / Z ^ 2 < 1 / (Z - 5 / 16) ^ 2 :=
    one_div_lt_one_div_of_lt (pow_pos h1 2) (by nlinarith)
  linarith

end

end HeliumDiamagnetism
```

```lean
#print axioms HeliumDiamagnetism.helium_diamagnetism
#print axioms HeliumDiamagnetism.screening_enhances_diamagnetism
```

```
'HeliumDiamagnetism.helium_diamagnetism' depends on axioms: [propext, Classical.choice, Quot.sound]
'HeliumDiamagnetism.screening_enhances_diamagnetism' depends on axioms: [propext, Classical.choice, Quot.sound]
```

## Minimiser, moments and susceptibility

The theorem `helium_diamagnetism` collects four statements about nuclear charge 2: the form of the energy, its unique minimiser, the mean square radius there, and the susceptibility \(-\tfrac{256}{729}\) in atomic units.

The minimiser comes from a result for general nuclear charge \(Z\), a real number here. `IsMinOn (energy Z) (Set.Ioi 0) z` says that the energy at \(z\) is no higher than at any positive exponent. If \(Z>\tfrac{5}{16}\), this holds exactly when \(z=Z-\tfrac{5}{16}\), which gives both existence and uniqueness.

For every \(z>0\) and every natural number \(n\), `radialMoment_eq` states that

\[
\langle r^n\rangle=\frac{(n+2)!}{2(2z)^n}.
\]

The case \(n=0\) gives 1, the normalisation of the orbital, and \(n=2\) gives \(3/z^2\). Finally, `screening_enhances_diamagnetism` says that for \(Z>\tfrac{5}{16}\) the susceptibility at the optimal exponent is strictly more negative than at the bare exponent \(Z\).

## Two electrons in one exponential orbital

The function `orbital` is \(\sqrt{z^3/\pi}\,e^{-zr}\), and `radialDensity` is \(4\pi r^2\) times its square, the probability per unit radius. `radialMoment` integrates \(r^n\) against this density over `Set.Ioi 0`, the positive half-line.

The three terms of `energy` stand for the kinetic energy \(z^2/2\) per electron, the nuclear attraction \(-Zz\) per electron, and the mutual repulsion \(\tfrac58 z\). They are put in by definition; the file does not derive them from a Hamiltonian. The condition \(Z>\tfrac{5}{16}\) means that the nuclear attraction is strong enough for the parabola to have its vertex at a positive exponent.

`susceptibility` is the Langevin expression

\[
\chi=-\frac16\sum_i\langle r_i^2\rangle
\]

with two equal terms. It is also a definition. Physically, a uniform field \(B\) raises the energy of a spherical closed-shell atom by \(\tfrac{B^2}{12}\sum_i\langle r_i^2\rangle\) to second order, and this is \(-\tfrac12\chi B^2\). The convention is therefore susceptibility per atom, with energy in hartree, lengths in bohr and \(B\) in units of \(\hbar/(e a_0^2)\), where \(a_0\) is the bohr and \(e\) the elementary charge.

The model has a fixed nucleus, no relativistic terms and no electron correlation: both electrons occupy the same orbital, and its exponent is the only adjustable parameter. Within that restriction, its closed forms provide exact reference values for a program that optimises a Slater exponent and integrates \(r^2\).

The energy could also have been modelled as the expectation value of the two-electron Hamiltonian in the product state. The coefficients, including \(\tfrac58\), would then have to be proved through kinetic, attraction and repulsion integrals, while the minimiser and the susceptibility would stay the same.

## The vertex of the energy parabola

Collecting the linear terms and completing the square gives

\[
z^2-2Zz+\tfrac58z=z^2-2\left(Z-\tfrac5{16}\right)z
=\left(z-\left(Z-\tfrac5{16}\right)\right)^2-\left(Z-\tfrac5{16}\right)^2 .
\]

This is `energy_eq`, which `ring` verifies. The square is never negative and vanishes only at \(z=Z-\tfrac5{16}\).

The proof of `isMinOn_energy_iff` treats the two directions separately. If \(z\) is a minimiser, its energy is compared with that of the vertex, which is an allowed competitor because \(Z>\tfrac5{16}\). The comparison gives \((z-(Z-\tfrac5{16}))^2\le0\), so the square is zero and \(z\) is the vertex. Conversely, at the vertex the inequality against any other exponent \(y\) reduces to \((y-(Z-\tfrac5{16}))^2\ge0\), the fact supplied to `nlinarith`.

## One integral for every radial moment

Squaring the orbital removes the square root and doubles the exponent, and the factor \(4\pi\) cancels the \(\pi\) in the normalisation:

\[
4\pi r^2\cdot\frac{z^3}{\pi}e^{-2zr}=4z^3r^2e^{-2zr}.
\]

This is `radialDensity_eq`. The remaining ingredient, for \(a>0\), follows from the substitution \(t=ar\):

\[
\int_0^\infty r^n e^{-ar}\,dr=\frac1{a^{n+1}}\int_0^\infty t^n e^{-t}\,dt=\frac{n!}{a^{n+1}} .
\]

In `integral_pow_mul_exp` this comes from Mathlib's Gamma integral for real powers, specialised to natural powers, with \(\Gamma(n+1)=n!\).

For the \(n\)th moment the integrand contains \(r^{n+2}\), and \(a=2z\). Hence

\[
\langle r^n\rangle=4z^3\,\frac{(n+2)!}{(2z)^{n+3}}=\frac{(n+2)!}{2(2z)^n},
\]

because \(4z^3/(2z)^3=\tfrac12\). The proof of `radialMoment_eq` follows the same route: it rewrites the integrand, takes \(4z^3\) outside the integral, applies the integral formula and clears denominators.

Setting \(n=2\) gives \(24/(8z^2)=3/z^2\), which is `meanSquareRadius_eq`. The susceptibility is then

\[
\chi=-\frac16\cdot2\cdot\frac3{z^2}=-\frac1{z^2},
\]

as `susceptibility_eq` states. For the comparison of exponents, \(0<Z-\tfrac5{16}<Z\) implies \(1/Z^2<1/(Z-\tfrac5{16})^2\), and the minus sign reverses the order. In the model, repulsion lowers the optimal exponent, the orbital spreads out, and the diamagnetic response grows.

## Helium with and without screening

At the bare exponent \(z=2\), the energy is \(4-\tfrac{27}{4}=-2.75\) hartree, the mean square radius is \(\tfrac34\), and \(\chi=-\tfrac14\).

At \(z=\tfrac{27}{16}\), the energy is \(-\tfrac{729}{256}\approx-2.848\) hartree. The mean square radius rises to

\[
\frac{3}{(27/16)^2}=\frac{768}{729}=\frac{256}{243}\approx1.053,
\]

and \(\chi=-\tfrac{256}{729}\approx-0.351\). Optimising the exponent lowers the energy by about 3.6 per cent of its bare-exponent magnitude but strengthens the diamagnetism by about 40 per cent.
